# A finite-range, modulus-one gauge change of a single band in one dimension only shifts its Wannier functions and multiplies them by a phase

Suppose I try to tighten the Wannier function of an isolated band in a one-dimensional crystal by mixing in a few of its lattice translates. I choose a handful of coefficients c_R, impose orthonormality, and minimise the spread. The minimiser returns the function I started with, perhaps moved by some cells, and I can't tell whether the optimiser is stuck or the search space is empty. If I relax the constraint to get some movement, the new functions are no longer orthonormal.

I suspect that the search space is empty. The gauge factor is a finite sum

g(k) = Σ_R c_R exp(ikR), with R an integer,

and the claim is that |g(k)| = 1 for all real k leaves exactly one nonzero c_R, of modulus one. Can this be made rigorous and checked by machine, including the consequence for the Wannier functions?

## Only one coefficient survives, because the two ends of the sequence must coincide

Yes. The argument uses Fourier orthogonality over the Brillouin zone and a look at the two outermost coefficients. The lattice constant is 1, so the zone is the interval from 0 to 2π.

For an integer n ≠ 0,

∫₀^{2π} exp(ikn) dk = (exp(2πin) − 1)/(in) = 0,

and for n = 0 the integral is 2π. Integrating g term by term therefore isolates one coefficient:

∫₀^{2π} g(k) exp(−ikn) dk = Σ_R c_R ∫₀^{2π} exp(ik(R−n)) dk = 2π c_n.

Now assume |g(k)| = 1 for all k, so that g(k) conj(g(k)) = 1. Insert this factor in front of exp(−ikn) and expand only the conjugate, conj(g(k)) = Σ_R conj(c_R) exp(−ikR):

∫₀^{2π} exp(−ikn) dk = Σ_R conj(c_R) ∫₀^{2π} g(k) exp(−ik(R+n)) dk = 2π Σ_R conj(c_R) c_{R+n}.

The left side is 2π for n = 0 and zero otherwise. Hence

Σ_R conj(c_R) c_{R+n} = 1 if n = 0, and 0 if n ≠ 0.

When the old Wannier functions are orthonormal, this says exactly that the new ones are orthonormal too. The sums are the Fourier coefficients of |g(k)|², so orthonormality of the new functions in turn gives |g(k)| = 1 for all k. The constraint in your search and the condition on g are therefore the same. The file proves the step from |g(k)| = 1 to the relation, but not this converse.

At least one coefficient is nonzero, since otherwise g would vanish. Let m be the smallest and M the largest site with a nonzero coefficient, and take n = M − m. A term of the sum can be nonzero only if R ≥ m, from the first factor, and R + M − m ≤ M, from the second. Together these force R = m, and the whole sum is the single product

conj(c_m) c_M ≠ 0.

If M and m were different, the sum would have to be zero. So M = m, and g(k) = c_m exp(ikm). Setting k = 0 gives |c_m| = 1. Conversely, a single coefficient of modulus one gives |g(k)| = 1 at every k, because |exp(ikR)| = 1.

For the Wannier functions, write the Bloch state as ψ_k = Σ_R exp(ikR) w_R. Multiplying by g(k) and collecting the harmonics gives

g(k) ψ_k = Σ_R exp(ikR) w′_R, with w′_R = Σ_S c_S w_{R−S}.

With only c_{R₀} nonzero, this becomes w′_R = c_{R₀} w_{R−R₀}: a common phase and a common translation.

The restriction to finite sums matters. The gauge exp(i sin k) is smooth, periodic and of modulus one. If it were a finite sum, it would be a single harmonic a exp(ikR₀), and every such function satisfies

g(π/2)² = g(0) g(π).

For exp(i sin k) the left side is exp(2i) and the right side is 1. These differ, since the real part of exp(2i) is cos 2 < 0.

### The physics behind `gauge` and `regauge`

The coefficients are a term `c : ℤ →₀ ℂ`, a function from the integers to the complex numbers that is nonzero at finitely many places. This type carries the finite-range hypothesis. `c.support` is the set of sites with nonzero coefficient, and `gauge c k` is g(k) with the sign convention exp(+ikR).

`compact_gauge_rigidity` reads: the norm of `gauge c k` is 1 for every real k if and only if there is an integer R₀ with |c_{R₀}| = 1 and c_R = 0 for every other R.

`regauge c w R` is the new Wannier function w′_R. The old ones are any family `w : ℤ → V` in a complex vector space, so neither an inner product nor orthonormality of the w_R is needed. The passage from Bloch states to this formula, derived above, enters the file as a definition. `regauge_translates` states that for a modulus-one gauge there are R₀ and a phase a, with |a| = 1, such that w′_R = a w_{R−R₀}. R₀ and a are chosen before w and R, so the same shift and phase serve every cell and every family of Wannier functions.

`sine_gauge_not_compact` states that exp(i sin k) has modulus one everywhere and differs from `gauge c` for every finitely supported c.

The model is one band in one dimension. With several bands the gauge is a unitary matrix, and the conclusion fails: from two orthonormal bands one can form (w_{1,R} + w_{2,R−1})/√2 and (w_{1,R} − w_{2,R−1})/√2, a finite-range unitary mixing that is more than a translation with a phase.

```lean
import Mathlib

open Complex ComplexConjugate

namespace CompactWannierGauge

noncomputable section

/-- The one-band gauge factor `g(k) = ∑ c_R exp(ikR)` with finitely many nonzero coefficients. -/
def gauge (c : ℤ →₀ ℂ) (k : ℝ) : ℂ :=
  ∑ R ∈ c.support, c R * exp (I * k * R)

/-- The Wannier function of cell `R` after the Bloch states are multiplied by `g(k)`:
the finite combination `∑ c_S w_(R-S)` of the old Wannier functions. -/
def regauge {V : Type*} [AddCommGroup V] [Module ℂ V] (c : ℤ →₀ ℂ) (w : ℤ → V) (R : ℤ) : V :=
  ∑ S ∈ c.support, c S • w (R - S)

/-- The integral of a lattice harmonic over the Brillouin zone is `2π` for the constant
harmonic and zero for every other one. -/
theorem mode_integral (n : ℤ) :
    (∫ k in (0 : ℝ)..2 * Real.pi, exp (I * k * n)) = if n = 0 then 2 * (Real.pi : ℂ) else 0 := by
  split_ifs with h
  · subst h
    simp
  · have hc : I * (n : ℂ) ≠ 0 := mul_ne_zero I_ne_zero (by exact_mod_cast h)
    have e : ∀ k : ℝ, exp (I * k * n) = exp (I * n * k) := fun k => by
      congr 1
      ring
    simp_rw [e]
    rw [integral_exp_mul_complex hc]
    have h1 : exp (I * n * ((2 * Real.pi : ℝ) : ℂ)) = 1 := by
      rw [Complex.exp_eq_one_iff]
      exact ⟨n, by push_cast; ring⟩
    rw [h1]
    simp

/-- The Brillouin-zone integral of `g(k) exp(-ikn)` is `2π` times the coefficient `c_n`. -/
theorem gauge_coefficient (c : ℤ →₀ ℂ) (n : ℤ) :
    (∫ k in (0 : ℝ)..2 * Real.pi, gauge c k * exp (-(I * k * n))) = 2 * (Real.pi : ℂ) * c n := by
  have e : ∀ k : ℝ, gauge c k * exp (-(I * k * n)) =
      ∑ R ∈ c.support, c R * exp (I * k * ((R - n : ℤ) : ℂ)) := by
    intro k
    rw [gauge, Finset.sum_mul]
    refine Finset.sum_congr rfl fun R _ => ?_
    rw [mul_assoc, ← Complex.exp_add]
    congr 2
    push_cast
    ring
  simp_rw [e]
  rw [intervalIntegral.integral_finsetSum]
  · simp_rw [intervalIntegral.integral_const_mul, mode_integral, sub_eq_zero]
    rw [Finset.sum_eq_single n]
    · rw [if_pos rfl, mul_comm]
    · intro R _ h
      rw [if_neg h, mul_zero]
    · intro h
      rw [Finsupp.notMem_support_iff.mp h, zero_mul]
  · intro R _
    exact Continuous.intervalIntegrable (by fun_prop) _ _

/-- If `|g(k)| = 1` for all `k`, the coefficient sequence is normalised and orthogonal to each
of its nonzero lattice translates. -/
theorem translates_orthonormal (c : ℤ →₀ ℂ) (h : ∀ k : ℝ, ‖gauge c k‖ = 1) (n : ℤ) :
    ∑ R ∈ c.support, conj (c R) * c (R + n) = if n = 0 then 1 else 0 := by
  have hg : Continuous (gauge c) := by
    unfold gauge
    fun_prop
  -- insert `g(k) conj g(k) = 1` in front of the harmonic `exp(-ikn)`
  have e : ∀ k : ℝ, exp (I * k * ((-n : ℤ) : ℂ)) =
      ∑ R ∈ c.support, conj (c R) * (gauge c k * exp (-(I * k * ((R + n : ℤ) : ℂ)))) := by
    intro k
    have h1 : gauge c k * conj (gauge c k) = 1 := by
      rw [Complex.mul_conj, Complex.normSq_eq_norm_sq, h k]
      norm_num
    have h2 : conj (gauge c k) = ∑ R ∈ c.support, conj (c R) * exp (-(I * k * R)) := by
      rw [gauge, map_sum]
      refine Finset.sum_congr rfl fun R _ => ?_
      rw [map_mul, ← Complex.exp_conj]
      congr 2
      simp
    rw [← one_mul (exp (I * k * ((-n : ℤ) : ℂ))), ← h1, h2, Finset.mul_sum, Finset.sum_mul]
    refine Finset.sum_congr rfl fun R _ => ?_
    have h3 : exp (-(I * k * ((R + n : ℤ) : ℂ))) =
        exp (-(I * k * R)) * exp (I * k * ((-n : ℤ) : ℂ)) := by
      rw [← Complex.exp_add]
      congr 1
      push_cast
      ring
    rw [h3]
    ring
  have hi := mode_integral (-n)
  simp_rw [e] at hi
  rw [intervalIntegral.integral_finsetSum] at hi
  · simp_rw [intervalIntegral.integral_const_mul, gauge_coefficient] at hi
    have hp : 2 * (Real.pi : ℂ) ≠ 0 := by simp [Real.pi_ne_zero]
    apply mul_left_cancel₀ hp
    rw [Finset.mul_sum]
    calc _ = ∑ R ∈ c.support, conj (c R) * (2 * (Real.pi : ℂ) * c (R + n)) :=
          Finset.sum_congr rfl fun _ _ => by ring
      _ = _ := by
          rw [hi]
          by_cases hn : n = 0 <;> simp [hn]
  · intro R _
    exact Continuous.intervalIntegrable (by fun_prop) _ _

/-- A gauge factor whose coefficients vanish away from one lattice site is a single harmonic. -/
theorem gauge_single (c : ℤ →₀ ℂ) (R₀ : ℤ) (hz : ∀ R, R ≠ R₀ → c R = 0) (k : ℝ) :
    gauge c k = c R₀ * exp (I * k * R₀) := by
  rw [gauge, Finset.sum_eq_single R₀]
  · intro R _ hR
    rw [hz R hR, zero_mul]
  · intro h0
    rw [Finsupp.notMem_support_iff.mp h0, zero_mul]

/-- Rigidity of compact one-band gauges: a finite sum `g(k) = ∑ c_R exp(ikR)` has modulus one at
every real `k` if and only if one coefficient has modulus one and all others vanish. -/
theorem compact_gauge_rigidity (c : ℤ →₀ ℂ) :
    (∀ k : ℝ, ‖gauge c k‖ = 1) ↔ ∃ R₀ : ℤ, ‖c R₀‖ = 1 ∧ ∀ R, R ≠ R₀ → c R = 0 := by
  constructor
  · intro h
    have hne : c.support.Nonempty := by
      by_contra hE
      rw [Finset.not_nonempty_iff_eq_empty] at hE
      have h0 := h 0
      rw [gauge, hE, Finset.sum_empty, norm_zero] at h0
      exact zero_ne_one h0
    obtain ⟨M, hM, hMax⟩ : ∃ M ∈ c.support, ∀ R ∈ c.support, R ≤ M :=
      ⟨_, c.support.max'_mem hne, fun R hR => c.support.le_max' R hR⟩
    obtain ⟨m, hm, hMin⟩ : ∃ m ∈ c.support, ∀ R ∈ c.support, m ≤ R :=
      ⟨_, c.support.min'_mem hne, fun R hR => c.support.min'_le R hR⟩
    -- at the largest shift only the two end coefficients overlap
    have key : M = m := by
      by_contra hMm
      have ho := translates_orthonormal c h (M - m)
      rw [if_neg (sub_ne_zero.mpr hMm), Finset.sum_eq_single m] at ho
      · rw [show m + (M - m) = M by ring] at ho
        rcases mul_eq_zero.mp ho with h1 | h1
        · exact Finsupp.mem_support_iff.mp hm ((map_eq_zero _).mp h1)
        · exact Finsupp.mem_support_iff.mp hM h1
      · intro R hR hRm
        have h1 := hMin R hR
        have h2 : c (R + (M - m)) = 0 := by
          by_contra h3
          have h4 := hMax _ (Finsupp.mem_support_iff.mpr h3)
          omega
        rw [h2, mul_zero]
      · intro h0
        exact absurd hm h0
    have hz : ∀ R, R ≠ m → c R = 0 := by
      intro R hR
      by_contra h3
      have h4 := hMax R (Finsupp.mem_support_iff.mpr h3)
      have h5 := hMin R (Finsupp.mem_support_iff.mpr h3)
      omega
    refine ⟨m, ?_, hz⟩
    have h0 := h 0
    rw [gauge_single c m hz] at h0
    simpa using h0
  · rintro ⟨R₀, h1, hz⟩ k
    have e : I * (k : ℂ) * (R₀ : ℂ) = ((k * R₀ : ℝ) : ℂ) * I := by
      push_cast
      ring
    rw [gauge_single c R₀ hz, norm_mul, h1, one_mul, e, Complex.norm_exp_ofReal_mul_I]

/-- A finite-range regauging with `|g(k)| = 1` translates all Wannier functions by one common
lattice vector and multiplies them by one common phase. -/
theorem regauge_translates {V : Type*} [AddCommGroup V] [Module ℂ V] (c : ℤ →₀ ℂ)
    (h : ∀ k : ℝ, ‖gauge c k‖ = 1) :
    ∃ (R₀ : ℤ) (a : ℂ), ‖a‖ = 1 ∧ ∀ (w : ℤ → V) (R : ℤ), regauge c w R = a • w (R - R₀) := by
  obtain ⟨R₀, h1, hz⟩ := (compact_gauge_rigidity c).mp h
  refine ⟨R₀, c R₀, h1, fun w R => ?_⟩
  rw [regauge, Finset.sum_eq_single R₀]
  · intro S _ hS
    rw [hz S hS, zero_smul]
  · intro h0
    rw [Finsupp.notMem_support_iff.mp h0, zero_smul]

/-- The gauge factor `exp(i sin k)` has modulus one at every `k`, but it is not a finite sum of
lattice harmonics. -/
theorem sine_gauge_not_compact :
    (∀ k : ℝ, ‖exp (I * (Real.sin k : ℂ))‖ = 1) ∧
      ∀ c : ℤ →₀ ℂ, gauge c ≠ fun k : ℝ => exp (I * (Real.sin k : ℂ)) := by
  have hu : ∀ k : ℝ, ‖exp (I * (Real.sin k : ℂ))‖ = 1 := by
    intro k
    rw [mul_comm, Complex.norm_exp_ofReal_mul_I]
  refine ⟨hu, fun c hc => ?_⟩
  obtain ⟨R₀, _, hz⟩ := (compact_gauge_rigidity c).mp (fun k => by rw [hc]; exact hu k)
  have hg : ∀ k : ℝ, c R₀ * exp (I * k * R₀) = exp (I * (Real.sin k : ℂ)) := fun k => by
    rw [← gauge_single c R₀ hz k, hc]
  -- a single harmonic obeys `g(π/2)² = g(0) g(π)`
  have hmul : exp (I * ((Real.pi / 2 : ℝ) : ℂ) * R₀) ^ 2 =
      exp (I * ((0 : ℝ) : ℂ) * R₀) * exp (I * (Real.pi : ℂ) * R₀) := by
    rw [← Complex.exp_add, ← Complex.exp_nat_mul]
    congr 1
    push_cast
    ring
  have h3 : exp (I * (Real.sin (Real.pi / 2) : ℂ)) ^ 2 =
      exp (I * (Real.sin 0 : ℂ)) * exp (I * (Real.sin Real.pi : ℂ)) := by
    rw [← hg (Real.pi / 2), ← hg 0, ← hg Real.pi, mul_pow, hmul]
    ring
  rw [Real.sin_pi_div_two, Real.sin_zero, Real.sin_pi, ← Complex.exp_nat_mul] at h3
  have h4 : exp (((2 : ℝ) : ℂ) * I) = 1 := by
    have e : ((2 : ℝ) : ℂ) * I = ((2 : ℕ) : ℂ) * (I * ((1 : ℝ) : ℂ)) := by
      push_cast
      ring
    rw [e, h3]
    simp
  have h5 := congrArg Complex.re h4
  rw [Complex.exp_ofReal_mul_I_re, Complex.one_re] at h5
  linarith [Real.cos_two_neg]

end

end CompactWannierGauge
```

```lean
#print axioms CompactWannierGauge.regauge_translates
-- 'CompactWannierGauge.regauge_translates' depends on axioms: [propext, Classical.choice, Quot.sound]
#print axioms CompactWannierGauge.sine_gauge_not_compact
-- 'CompactWannierGauge.sine_gauge_not_compact' depends on axioms: [propext, Classical.choice, Quot.sound]
```

### How the Lean proof follows the zone integrals

`mode_integral` is the first integral. It splits on n = 0. In the other case it applies Mathlib's formula for the integral of an exponential, and exp(2πin) = 1 makes the difference of the endpoint values vanish.

`gauge_coefficient` combines the exponentials into exp(ik(R−n)), exchanges the finite sum with the integral, and applies `mode_integral`. The exchange requires each term to be integrable, which follows from continuity. `Finset.sum_eq_single n` then keeps the term R = n. If n lies outside the support, c_n = 0 and the formula still holds.

`translates_orthonormal` is the insertion of g conj(g) = 1. Inside it, `h1` is that identity, `h2` expands the conjugate, and `e` rewrites exp(−ikn) as the sum over R. Integrating with `mode_integral (-n)` on one side and `gauge_coefficient` on the other, and then cancelling 2π, gives the orthonormality relation.

`gauge_single` reduces g to one harmonic when all other coefficients vanish. Both directions of the main theorem use it, as does the sine example.

In `compact_gauge_rigidity`, the value at k = 0 shows that the support is nonempty, so M and m exist. The step `key` proves M = m by contradiction, using the orthonormality relation at shift M − m. For R > m in the support, the site R + (M − m) lies beyond M, so its coefficient is zero; `omega` settles the integer inequalities. The remaining product would have to vanish, but both of its factors are nonzero. The step `hz` concludes that every coefficient away from m is zero, and k = 0 gives the modulus. The reverse direction is the norm of a single exponential.

`regauge_translates` takes R₀ from this theorem, sets a = c_{R₀}, and reduces the sum over S to one term. `sine_gauge_not_compact` applies the theorem to a supposed finite sum, derives exp(2i) = 1 from the relation between the values at 0, π/2 and π, and takes real parts to contradict cos 2 < 0.

### Phases on a k mesh

For an isolated band in one dimension, the result means that your search over a few translates contains only the starting function, shifted and multiplied by a phase. A modulus-one gauge that changes its shape needs infinitely many nonzero c_R, although these may decay fast.

In a calculation the gauge is usually a list of phases exp(iφ(k_j)) on a mesh of N points. The code multiplies the Bloch states by them and builds the Wannier functions with a discrete Fourier sum. If you transform these phases into coefficients c_R, keep only the largest and use them in the infinite crystal, then as soon as two or more nonzero ones remain, the truncated g has a modulus different from 1 at some k, and the new functions are not exactly orthonormal. Keeping all N coefficients gives modulus one at the mesh points, and so orthonormality in a periodic crystal of N cells, but in the infinite crystal the functions are still not orthonormal unless only one coefficient is nonzero.

The hypothesis also asks for modulus one at all real k, and mesh points alone may be too few. Take c_0 = 1/√2 and c_1 = i/√2. Then

|g(k)|² = 1 − sin k,

which equals 1 at both points of the mesh {0, π} but vanishes at k = π/2. On that mesh the gauge looks unitary, yet it mixes two cells. In the infinite crystal the new functions w′_R and w′_{R+1} have overlap i/2.

A uniform mesh with N > 2(M − m) points is fine enough to exclude this. Discrete orthogonality identifies shifts that differ by a multiple of N, and on such a mesh no other shift between −(M − m) and M − m is identified with M − m, so the end product again stands alone. This mesh criterion is an addition of mine, and the file contains no theorem about it.
